# Gaps with a two-sided exponential distribution turn a square-root absorption edge into an exact exponential below the mean gap

In the independent-electron picture with a rigid lattice, a clean direct-gap semiconductor has no interband absorption of single photons with energy below its gap. In a disordered sample the absorption continues below the mean gap and often falls off roughly exponentially, which is known as an Urbach tail. One simple picture is that the gap varies from place to place, and each region absorbs with its own sharp edge. The question is what the average over regions looks like if the local gaps follow a given distribution.

Let \(g\) be the local gap, \(E_g\) its mean, \(E_0>0\) the disorder energy and \(w\) the photon energy (an energy, not an angular frequency). The gap density is taken to be

\[
p(g)=\frac{1}{2E_0}\,e^{-|g-E_g|/E_0}.
\]

For parabolic bands in three dimensions the joint density of states of a region with gap \(g\) is proportional to \(\sqrt{\max(0,w-g)}\). With the material constant left out, its average is

\[
\int_{-\infty}^{\infty} p(g)\sqrt{\max(0,w-g)}\,dg=\frac{\sqrt{\pi E_0}}{4}\,e^{(w-E_g)/E_0}
\qquad (w\le E_g).
\]

For every \(w>E_g\) the average is strictly smaller than the right-hand side, so the exponential form ends exactly at the mean gap.

## Gap averaging and Urbach fits

A code that broadens a spectrum by averaging clean edges over a set of local gaps can compare its output below \(E_g\) with this formula, prefactor included, provided that the gaps are weighted by \(p\) and the edge is a square root. A gap grid cut off at some lowest value \(g_{\min}\) gives zero for \(w\le g_{\min}\), where the formula is still positive, so the comparison also shows whether the grid reaches far enough down.

Within the same model, a fit of the natural logarithm of the averaged edge against \(w\) returns \(1/E_0\) as its slope if all fitted energies lie at or below \(E_g\). Points above \(E_g\) do not lie on that line.

## From a Gamma integral to the tail

The density is normalised. Shifting by \(E_g\) and using symmetry,

\[
\int p(g)\,dg=2\int_0^\infty \frac{e^{-x/E_0}}{2E_0}\,dx=1.
\]

Now take a general edge, equal to \(u^s\) for excess energy \(u=w-g>0\) and zero otherwise, with \(s>-1\). The substitution \(u=E_0t\) gives

\[
\int_0^\infty u^s e^{-u/E_0}\,du=E_0^{s+1}\int_0^\infty t^s e^{-t}\,dt=E_0^{s+1}\,\Gamma(s+1).
\]

Next, replace \(p\) by the one-sided weight \(q(g)=e^{(g-E_g)/E_0}/(2E_0)\), which keeps growing above \(E_g\). With \(g=w-u\) the exponential factorises, and for every \(w\)

\[
\int_{-\infty}^{w} q(g)(w-g)^s\,dg
=\frac{e^{(w-E_g)/E_0}}{2E_0}\int_0^\infty e^{-u/E_0}u^s\,du
=\frac{\Gamma(s+1)E_0^s}{2}\,e^{(w-E_g)/E_0}.
\]

If \(w\le E_g\), only gaps \(g<w\le E_g\) absorb. For them \(|g-E_g|=E_g-g\), so \(p(g)=q(g)\), and the average over \(p\) has the same value.

For \(s=1/2\), \(\Gamma(3/2)=\tfrac12\Gamma(1/2)=\sqrt\pi/2\), and the prefactor becomes

\[
\frac12\cdot\frac{\sqrt\pi}{2}\cdot\sqrt{E_0}=\frac{\sqrt{\pi E_0}}{4}.
\]

Write \(A(w)\) for the averaged square-root edge. For \(w_1,w_2\le E_g\) the prefactor cancels in the difference of logarithms:

\[
\ln A(w_2)-\ln A(w_1)=\frac{w_2-E_g}{E_0}-\frac{w_1-E_g}{E_0}=\frac{w_2-w_1}{E_0}.
\]

For \(w>E_g\) the weights still agree up to \(E_g\), but \(p(g)<q(g)\) for \(g>E_g\). Hence

\[
\frac{\sqrt{\pi E_0}}{4}e^{(w-E_g)/E_0}-A(w)
=\int_{E_g}^{w}\bigl(q(g)-p(g)\bigr)\sqrt{w-g}\,dg>0,
\]

because the integrand is positive on the whole open interval.

## The Lean file

```lean
import Mathlib

open MeasureTheory Real

namespace UrbachTail

noncomputable section

/-- Two-sided exponential density of the local gap `g` around the mean gap `Eg`,
with disorder energy `E0 > 0`. -/
def gapDensity (Eg E0 g : ℝ) : ℝ := Real.exp (-|g - Eg| / E0) / (2 * E0)

/-- Average of a gap-dependent quantity `F` over the disorder, for `E0 > 0`. -/
def disorderAverage (Eg E0 : ℝ) (F : ℝ → ℝ) : ℝ := ∫ g, gapDensity Eg E0 g * F g

/-- Power-law joint density of states at excess energy `x`: it is `x ^ s` above
threshold (`x > 0`) and zero otherwise. -/
def powerEdge (s x : ℝ) : ℝ := if 0 < x then x ^ s else 0

/-- For `E0 > 0` the gap density integrates to one. -/
theorem gapDensity_normalized (Eg : ℝ) {E0 : ℝ} (hE : 0 < E0) :
    ∫ g, gapDensity Eg E0 g = 1 := by
  have h := Real.integral_rpow_mul_exp_neg_mul_Ioi (a := 1) (r := 1 / E0)
    one_pos (by positivity)
  simp only [sub_self, Real.rpow_zero, one_mul, Real.rpow_one, Real.Gamma_one,
    mul_one, one_div_one_div] at h
  calc ∫ g, gapDensity Eg E0 g
      = ∫ g, Real.exp (-(1 / E0 * |g - Eg|)) / (2 * E0) := by
        refine integral_congr_ae (ae_of_all _ fun g => ?_)
        have e : -|g - Eg| / E0 = -(1 / E0 * |g - Eg|) := by ring
        simp only [gapDensity, e]
    _ = ∫ x, Real.exp (-(1 / E0 * |x|)) / (2 * E0) :=
        integral_sub_right_eq_self
          (fun x : ℝ => Real.exp (-(1 / E0 * |x|)) / (2 * E0)) Eg
    _ = 2 * ∫ x in Set.Ioi (0 : ℝ), Real.exp (-(1 / E0 * x)) / (2 * E0) :=
        integral_comp_abs (f := fun x : ℝ => Real.exp (-(1 / E0 * x)) / (2 * E0))
    _ = 1 := by
        rw [integral_div, h]
        field_simp

/-- The power edge with exponent `1/2` is the square-root edge. -/
theorem powerEdge_half (x : ℝ) : powerEdge (1 / 2) x = √(max 0 x) := by
  by_cases hx : 0 < x
  · simp only [powerEdge, if_pos hx, max_eq_right hx.le, Real.sqrt_eq_rpow]
  · simp only [powerEdge, if_neg hx, max_eq_left (not_lt.1 hx), Real.sqrt_zero]

/-- Laplace transform of the power edge at inverse energy `1 / E0`, for `E0 > 0`
and `s > -1`. -/
theorem powerEdge_laplace {E0 s : ℝ} (hE : 0 < E0) (hs : -1 < s) :
    ∫ u, Real.exp (-u / E0) * powerEdge s u = E0 ^ (s + 1) * Real.Gamma (s + 1) := by
  have h : (fun u => Real.exp (-u / E0) * powerEdge s u) =
      (Set.Ioi (0 : ℝ)).indicator
        (fun u => u ^ ((s + 1) - 1) * Real.exp (-(1 / E0 * u))) := by
    funext u
    by_cases hu : 0 < u
    · rw [Set.indicator_of_mem (Set.mem_Ioi.2 hu)]
      have e : -u / E0 = -(1 / E0 * u) := by ring
      simp only [powerEdge, if_pos hu]
      rw [e, add_sub_cancel_right]
      ring
    · rw [Set.indicator_of_notMem (fun h' => hu (Set.mem_Ioi.1 h'))]
      simp only [powerEdge, if_neg hu, mul_zero]
  rw [h, integral_indicator measurableSet_Ioi,
    Real.integral_rpow_mul_exp_neg_mul_Ioi (by linarith) (by positivity),
    one_div_one_div]

/-- With the one-sided weight `exp ((g - Eg) / E0) / (2 * E0)`, `E0 > 0`, the integral of a
power edge with `s > -1` is exponential in the photon energy `w`. -/
theorem one_sided_average (Eg w : ℝ) {E0 s : ℝ} (hE : 0 < E0) (hs : -1 < s) :
    ∫ g, Real.exp ((g - Eg) / E0) / (2 * E0) * powerEdge s (w - g) =
      Real.Gamma (s + 1) * E0 ^ s / 2 * Real.exp ((w - Eg) / E0) := by
  -- substitute the excess energy u = w - g
  calc ∫ g, Real.exp ((g - Eg) / E0) / (2 * E0) * powerEdge s (w - g)
      = ∫ g, Real.exp ((w - Eg) / E0) / (2 * E0) *
          (Real.exp (-(w - g) / E0) * powerEdge s (w - g)) := by
        refine integral_congr_ae (ae_of_all _ fun g => ?_)
        have e : Real.exp ((g - Eg) / E0) =
            Real.exp ((w - Eg) / E0) * Real.exp (-(w - g) / E0) := by
          rw [← Real.exp_add]
          congr 1
          ring
        simp only [e]
        ring
    _ = ∫ u, Real.exp ((w - Eg) / E0) / (2 * E0) *
          (Real.exp (-u / E0) * powerEdge s u) :=
        integral_sub_left_eq_self (fun u => Real.exp ((w - Eg) / E0) / (2 * E0) *
          (Real.exp (-u / E0) * powerEdge s u)) volume w
    _ = _ := by
        rw [integral_const_mul, powerEdge_laplace hE hs, Real.rpow_add_one hE.ne']
        generalize Real.exp ((w - Eg) / E0) = b
        generalize E0 ^ s = a
        field_simp

/-- Urbach tail of a power edge: for `E0 > 0`, `s > -1` and photon energy `w ≤ Eg`, the
disorder-averaged joint density of states is exactly exponential in `w`. -/
theorem urbach_tail_power (Eg : ℝ) {E0 s w : ℝ} (hE : 0 < E0) (hs : -1 < s)
    (hw : w ≤ Eg) :
    disorderAverage Eg E0 (fun g => powerEdge s (w - g)) =
      Real.Gamma (s + 1) * E0 ^ s / 2 * Real.exp ((w - Eg) / E0) := by
  rw [← one_sided_average Eg w hE hs]
  unfold disorderAverage
  refine integral_congr_ae (ae_of_all _ fun g => ?_)
  by_cases hg : 0 < w - g
  · -- only gaps below w, hence below Eg, absorb
    have e : |g - Eg| = -(g - Eg) := abs_of_nonpos (by linarith)
    simp only [gapDensity, e, neg_neg]
  · simp only [powerEdge, if_neg hg, mul_zero]

/-- The prefactor of the power-edge tail at exponent `1/2`. -/
theorem sqrt_prefactor (E0 : ℝ) :
    Real.Gamma (1 / 2 + 1) * E0 ^ (1 / 2 : ℝ) / 2 = √(π * E0) / 4 := by
  rw [Real.Gamma_add_one (by norm_num), Real.Gamma_one_half_eq, ← Real.sqrt_eq_rpow,
    Real.sqrt_mul Real.pi_pos.le]
  ring

/-- Urbach tail: for `E0 > 0` and every photon energy `w ≤ Eg`, the disorder average of
the square-root edge is `(√(π E0) / 4) exp ((w - Eg) / E0)`. -/
theorem urbach_tail (Eg : ℝ) {E0 w : ℝ} (hE : 0 < E0) (hw : w ≤ Eg) :
    disorderAverage Eg E0 (fun g => √(max 0 (w - g))) =
      √(π * E0) / 4 * Real.exp ((w - Eg) / E0) := by
  have h := urbach_tail_power Eg (s := 1 / 2) hE (by norm_num) hw
  simp only [powerEdge_half] at h
  rw [h, sqrt_prefactor]

/-- For `E0 > 0` and two photon energies not above `Eg`, the logarithm of the averaged
square-root edge changes by the energy difference divided by `E0`. -/
theorem urbach_log_slope (Eg : ℝ) {E0 w₁ w₂ : ℝ} (hE : 0 < E0)
    (h₁ : w₁ ≤ Eg) (h₂ : w₂ ≤ Eg) :
    Real.log (disorderAverage Eg E0 (fun g => √(max 0 (w₂ - g)))) -
      Real.log (disorderAverage Eg E0 (fun g => √(max 0 (w₁ - g)))) =
      (w₂ - w₁) / E0 := by
  have hc : √(π * E0) / 4 ≠ 0 := by positivity
  rw [urbach_tail Eg hE h₁, urbach_tail Eg hE h₂,
    Real.log_mul hc (Real.exp_ne_zero ((w₂ - Eg) / E0)),
    Real.log_mul hc (Real.exp_ne_zero ((w₁ - Eg) / E0)), Real.log_exp, Real.log_exp]
  ring

/-- For `E0 > 0` and photon energy `w > Eg`, the averaged square-root edge lies strictly
below the continuation of the exponential tail. -/
theorem below_exponential_above_gap (Eg : ℝ) {E0 w : ℝ} (hE : 0 < E0) (hw : Eg < w) :
    disorderAverage Eg E0 (fun g => √(max 0 (w - g))) <
      √(π * E0) / 4 * Real.exp ((w - Eg) / E0) := by
  have hB := one_sided_average Eg w (s := 1 / 2) hE (by norm_num)
  simp only [powerEdge_half] at hB
  rw [sqrt_prefactor] at hB
  have iB : Integrable
      (fun g => Real.exp ((g - Eg) / E0) / (2 * E0) * √(max 0 (w - g))) := by
    by_contra h
    rw [integral_undef h] at hB
    have hp : 0 < √(π * E0) / 4 * Real.exp ((w - Eg) / E0) := by positivity
    linarith
  have hle : ∀ g, gapDensity Eg E0 g ≤ Real.exp ((g - Eg) / E0) / (2 * E0) := by
    intro g
    unfold gapDensity
    gcongr
    exact neg_abs_le _
  have cA : Continuous (fun g => gapDensity Eg E0 g * √(max 0 (w - g))) := by
    unfold gapDensity
    fun_prop
  have cB : Continuous
      (fun g => Real.exp ((g - Eg) / E0) / (2 * E0) * √(max 0 (w - g))) := by
    fun_prop
  have iA : Integrable (fun g => gapDensity Eg E0 g * √(max 0 (w - g))) := by
    refine iB.mono' cA.aestronglyMeasurable (ae_of_all _ fun g => ?_)
    have h0 : 0 ≤ gapDensity Eg E0 g * √(max 0 (w - g)) := by
      unfold gapDensity
      positivity
    rw [Real.norm_of_nonneg h0]
    exact mul_le_mul_of_nonneg_right (hle g) (Real.sqrt_nonneg _)
  -- the two weights differ at the midpoint between Eg and w
  have hlt : gapDensity Eg E0 ((Eg + w) / 2) <
      Real.exp (((Eg + w) / 2 - Eg) / E0) / (2 * E0) := by
    have hm : 0 < (Eg + w) / 2 - Eg := by linarith
    unfold gapDensity
    rw [abs_of_pos hm]
    gcongr
    linarith
  have hs : 0 < √(max 0 (w - (Eg + w) / 2)) :=
    Real.sqrt_pos.2 (lt_max_of_lt_right (by linarith))
  have hpos : 0 < ∫ g, (Real.exp ((g - Eg) / E0) / (2 * E0) * √(max 0 (w - g)) -
      gapDensity Eg E0 g * √(max 0 (w - g))) :=
    integral_pos_of_integrable_nonneg_nonzero (x := (Eg + w) / 2)
      (cB.sub cA) (iB.sub iA)
      (fun g => sub_nonneg.2 (mul_le_mul_of_nonneg_right (hle g) (Real.sqrt_nonneg _)))
      (sub_pos.2 (mul_lt_mul_of_pos_right hlt hs)).ne'
  rw [integral_sub iB iA, hB] at hpos
  unfold disorderAverage
  linarith

end

end UrbachTail
```

```lean
#print axioms UrbachTail.gapDensity_normalized
#print axioms UrbachTail.urbach_log_slope
#print axioms UrbachTail.below_exponential_above_gap
```

```
'UrbachTail.gapDensity_normalized' depends on axioms: [propext, Classical.choice, Quot.sound]
'UrbachTail.urbach_log_slope' depends on axioms: [propext, Classical.choice, Quot.sound]
'UrbachTail.below_exponential_above_gap' depends on axioms: [propext, Classical.choice, Quot.sound]
```

## The theorems in physical terms

`gapDensity Eg E0 g` is \(p(g)\), and `disorderAverage Eg E0 F` is the integral of \(p(g)F(g)\) over the whole real line. `powerEdge s x` is the clean joint density of states at excess energy `x`, with the value zero at threshold itself. All energies are real numbers in one common unit.

- `urbach_tail` is the identity for the square-root edge. It assumes `0 < E0` and `w ≤ Eg`, and so includes \(w=E_g\), where the average is \(\sqrt{\pi E_0}/4\).
- `urbach_tail_power` is the version for any exponent \(s>-1\). For parabolic bands, \(s=0\) is the two-dimensional step and \(s=-1/2\) the one-dimensional inverse square root.
- `urbach_log_slope` gives the difference of natural logarithms at two energies not above `Eg`, in either order.
- `below_exponential_above_gap` is the strict inequality for `Eg < w`. It is stated for the square-root edge only, and it says nothing about how large the difference between the two sides is.

## How the lemmas build the result

`gapDensity_normalized` shifts the integration variable, folds the line onto the positive half with `integral_comp_abs`, and evaluates the remaining exponential integral. `powerEdge_laplace` writes the edge as a function restricted to \(u>0\) and applies Mathlib's Gamma integral.

`one_sided_average` splits the exponential into a factor depending on \(w\) and one depending on \(w-g\). The lemma `integral_sub_left_eq_self` then performs the substitution \(u=w-g\). In `urbach_tail_power` the two integrands are compared point by point: if `0 < w - g`, the absolute value opens with a minus sign and the weights coincide; otherwise both integrands vanish. `powerEdge_half` and `sqrt_prefactor` translate the case \(s=1/2\) into square roots, which gives `urbach_tail`. The slope follows by taking logarithms of products.

The strict bound needs both integrals to be finite. Lean assigns the value zero to the integral of a non-integrable function, so the positive value from `one_sided_average` already shows that the one-sided integrand is integrable, and the smaller integrand follows by comparison. The difference of the two is continuous, nowhere negative, and positive at the midpoint `(Eg + w) / 2`. Its integral is therefore positive.

## What is assumed about the disorder

The exponential distribution of gaps is an input. It stands for local fluctuations, for example of composition or strain, that change the distance between the band edges, and the decay energy of the tail is the one put into that distribution. No microscopic disorder model is used to derive it, and \(E_0\) carries no temperature dependence.

The step from these theorems to a measured spectrum is the identification of the sample's absorption with an average of independent clean edges. It requires regions large enough to have a band edge of their own, and a factor between absorption and \(\sqrt{w-g}\) that can be treated as independent of \(g\) and \(w\). That factor contains the reduced mass, the transition matrix element and a photon-energy prefactor, so treating it as constant is an approximation for a limited energy range. Electron–hole attraction and states localised by the disorder can change the edge and are absent from the model.

The density also gives weight to negative gaps. For \(E_g>0\) that weight is \(e^{-E_g/E_0}/2\), which is tiny when \(E_0\ll E_g\). A code that discards negative gaps then differs from the formula by a small absolute amount, but the relative difference becomes large as \(w\) approaches zero.

The theorems concern exact integrals over real numbers. Errors from a finite grid, a finite sample of gaps or floating-point rounding have to be estimated separately.
